# Orthogonal mixing of orbitals within classes removes a matrix's off-diagonal within-class entries exactly when the new orbitals are eigenvectors of its within-class part

A finite set of orbitals is sorted into classes, and a real orthogonal matrix `U` mixes orbitals only within their classes. `pseudoCanonical_iff_eigen` says that, for any real matrix `F`, not necessarily symmetric, `Uᵀ * F * U` has no entries between distinct orbitals of the same class exactly when `classPart c F * U = U * diagonal ε` for some real `ε`. Here `classPart c F` is `F` with its entries between different classes set to zero, so the columns of `U` are its eigenvectors; entries of `F` between classes are unrestricted. The proof rests on `classPart_conj`, by which the within-class part of `Uᵀ * F * U` is `Uᵀ * classPart c F * U`. For the converse direction it puts the eigenvector equation into this identity and reads off the entries.

The failing Lean file:

```lean
import Mathlib

open Matrix

namespace PseudoCanonicalOrbitals

variable {n κ : Type*} [Fintype n] [DecidableEq n] [DecidableEq κ]

/-- A matrix over the orbitals is class-preserving if it has no entries between orbitals of
different classes; `c p` is the class of orbital `p`. -/
def ClassPreserving {n κ : Type*} (c : n → κ) (A : Matrix n n ℝ) : Prop :=
  ∀ p q, c p ≠ c q → A p q = 0

/-- A matrix is pseudo-canonical if its entries between distinct orbitals of the same class
vanish. -/
def PseudoCanonical {n κ : Type*} (c : n → κ) (A : Matrix n n ℝ) : Prop :=
  ∀ p q, p ≠ q → c p = c q → A p q = 0

/-- The part of a matrix that acts within the classes: entries between different classes are
set to zero. -/
def classPart {n κ : Type*} [DecidableEq κ] (c : n → κ) (A : Matrix n n ℝ) : Matrix n n ℝ :=
  Matrix.of fun p q => if c p = c q then A p q else 0

omit [DecidableEq n] in
/-- Under a class-preserving change of orbitals, the within-class part of `F` transforms
by itself. -/
theorem classPart_conj (c : n → κ) (F U : Matrix n n ℝ) (hU : ClassPreserving c U) :
    classPart c (Uᵀ * F * U) = Uᵀ * classPart c F * U := by
  have right : ∀ A : Matrix n n ℝ, classPart c (A * U) = classPart c A * U := by
    intro A
    ext p q
    simp only [classPart, Matrix.of_apply, Matrix.mul_apply]
    by_cases h : c p = c q
    · rw [if_pos h]
      refine Finset.sum_congr rfl fun s _ => ?_
      by_cases hs : c s = c q
      · rw [if_pos (h.trans hs.symm)]
      · rw [hU s q hs, mul_zero, mul_zero]
    · rw [if_neg h]
      refine (Finset.sum_eq_zero fun s _ => ?_).symm
      by_cases hs : c s = c q
      · rw [if_neg (fun e => h (e.trans hs)), zero_mul]
      · rw [hU s q hs, mul_zero]
  have tr : ∀ A : Matrix n n ℝ, classPart c Aᵀ = (classPart c A)ᵀ := by
    intro A
    ext p q
    by_cases h : c p = c q
    · simp [classPart, h]
    · simp [classPart, h, Ne.symm h]
  -- the left factor follows from the right one by transposition
  have left : classPart c (Uᵀ * F) = Uᵀ * classPart c F := by
    have h := congrArg Matrix.transpose (right Fᵀ)
    rwa [← tr, Matrix.transpose_mul, Matrix.transpose_mul, tr F,
      Matrix.transpose_transpose, Matrix.transpose_transpose] at h
  rw [right, left]

/-- A class-preserving orthogonal `U` brings `F` to pseudo-canonical form exactly when its
columns are eigenvectors of the within-class part of `F`. -/
theorem pseudoCanonical_iff_eigen (c : n → κ) (F U : Matrix n n ℝ) (hO : Uᵀ * U = 1)
    (hU : ClassPreserving c U) :
    PseudoCanonical c (Uᵀ * F * U) ↔
      ∃ ε : n → ℝ, classPart c F * U = U * diagonal ε := by
  have hconj := classPart_conj c F U hU
  constructor
  · intro h
    refine ⟨fun q => (Uᵀ * F * U) q q, ?_⟩
    have hd : classPart c (Uᵀ * F * U) = diagonal fun q => (Uᵀ * F * U) q q := by
      ext p q
      by_cases hpq : p = q
      · subst hpq
        rw [Matrix.diagonal_apply_eq]
        exact if_pos rfl
      · rw [Matrix.diagonal_apply_ne _ hpq]
        by_cases hc : c p = c q
        · exact (if_pos hc).trans (h p q hpq hc)
        · exact if_neg hc
    have hO' : U * Uᵀ = 1 := mul_eq_one_comm.mp hO
    rw [← hd, hconj, ← mul_assoc, ← mul_assoc, hO', one_mul]
  · rintro ⟨ε, hε⟩ p q hpq hc
    rw [mul_assoc, hε, ← mul_assoc, hO, one_mul] at hconj
    have h := congrFun (congrFun hconj p) q
    rw [Matrix.diagonal_apply_ne _ hpq] at h
    exact (if_pos hc).symm.trans h

end PseudoCanonicalOrbitals
```

The compiler's answer:

```
Main.lean:80:19: error: Tactic `rewrite` failed: Did not find an occurrence of the pattern
  classPart c F * U
in the target expression
  classPart c (Uᵀ * (F * U)) = Uᵀ * classPart c F * U

case mpr
n : Type u_1
κ : Type u_2
inst✝² : Fintype n
inst✝¹ : DecidableEq n
inst✝ : DecidableEq κ
c : n → κ
F U : Matrix n n ℝ
hO : Uᵀ * U = 1
hU : ClassPreserving c U
hconj : classPart c (Uᵀ * (F * U)) = Uᵀ * classPart c F * U
ε : n → ℝ
hε : classPart c F * U = U * diagonal ε
p q : n
hpq : p ≠ q
hc : c p = c q
⊢ (Uᵀ * F * U) p q = 0
```

What went wrong. The error says that `rw` could not find `classPart c F * U`, the left side of `hε`, in `hconj`. The step before it, a bare `mul_assoc`, was meant to regroup the right side of `hconj`. Without arguments, `rw` settles on the first product that fits, and here that was `Uᵀ * F * U` inside `classPart` on the left. It became `Uᵀ * (F * U)`, while the right side stayed `(Uᵀ * classPart c F) * U`, in which `classPart c F * U` is not a subterm.

The repair names the factors: `mul_assoc Uᵀ (classPart c F) U` can only regroup the right side, giving `Uᵀ * (classPart c F * U)`. Then `hε` applies and leaves `Uᵀ * (U * diagonal ε)`, which the remaining rewrites reduce to `diagonal ε`. The arguments added to `← mul_assoc` are mere tidying, since by then only that product has the grouping it looks for.

After these edits no error is left:

```diff
@@ -78,5 +78,5 @@
     rw [← hd, hconj, ← mul_assoc, ← mul_assoc, hO', one_mul]
   · rintro ⟨ε, hε⟩ p q hpq hc
-    rw [mul_assoc, hε, ← mul_assoc, hO, one_mul] at hconj
+    rw [mul_assoc Uᵀ (classPart c F) U, hε, ← mul_assoc Uᵀ U, hO, one_mul] at hconj
     have h := congrFun (congrFun hconj p) q
     rw [Matrix.diagonal_apply_ne _ hpq] at h
```
